# Superposing positive densities never raises the reduced gradient above its largest atomic value

## Overlapping atoms in a solid

Place atoms side by side and add their densities without letting them relax. At a point between two nuclei, the densities add up, while the gradients point in different directions and cancel at least in part. The exchange part of a generalised gradient approximation (GGA) such as PBEsol uses the density at this point together with the reduced gradient

s(n, g) = |g| / (C n^(4/3)), with C = 2 (3π²)^(1/3),

where n is the electron density at the point and g its gradient. Can the superposition have a larger s than every atom in it has separately at that point? For finitely many positive densities, it cannot.

## The bound and its derivation

Let atom i contribute the density n_i > 0 and the gradient g_i. Write n_tot = Σ_j n_j, s_i = s(n_i, g_i), s_max for the largest s_i, and s_tot = s(n_tot, Σ_i g_i). The claim is s_tot ≤ s_max.

The triangle inequality gives |Σ_i g_i| ≤ Σ_i |g_i|, hence

s_tot ≤ Σ_i |g_i| / (C n_tot^(4/3)) = Σ_i w_i s_i, with w_i = (n_i / n_tot)^(4/3).

The fraction x_i = n_i / n_tot lies in (0, 1], so

w_i = x_i · x_i^(1/3) ≤ x_i, and therefore Σ_i w_i ≤ Σ_i x_i = 1.

Replacing each s_i by s_max, which is nonnegative, gives

s_tot ≤ (Σ_i w_i) s_max ≤ s_max.

The constant C cancels, so the same bound holds for |g| / n^(4/3).

## Equality and identical contributions

With at least two atoms, every x_i is strictly below 1, so Σ_i w_i < 1. If some g_i is nonzero, then s_max > 0 and s_tot ≤ (Σ_i w_i) s_max < s_max. If all g_i vanish, both sides are zero. Equality therefore holds exactly when every atomic gradient vanishes at the point.

When N ≥ 2 contributions have the same n and the same nonzero g, no gradients cancel, yet s still falls:

s(N n, N g) = N |g| / (C N^(4/3) n^(4/3)) = N^(−1/3) s(n, g).

The density enters with the power 4/3 and the gradient only with the power 1. Identical spherical atoms whose density falls with distance could contribute the same nonzero g and the same n only if their nuclei coincided, so this case isolates the scaling and is not a model of a solid.

## The PBEsol enhancement factor

PBEsol multiplies the local exchange energy density by

F(s) = 1 + κ − κ / (1 + μ s² / κ), with κ = 0.804 and μ = 10/81.

The value of μ is the second-order gradient coefficient for exchange in a slowly varying density; κ limits F to 1.804, in keeping with the Lieb–Oxford bound. For s ≥ 0, a larger s makes the last denominator larger and the subtracted term smaller, so F increases. Choose an atom j with s_j = s_max. Then

F(s_tot) ≤ F(s_j) ≤ max_i F(s_i).

This compares enhancement factors at one point, not exchange energies.

## A negative density breaks the bound

Take n_1 = 1 with a nonzero gradient g_1, and n_2 = −1/2 with g_2 = 0. The separate values are |g_1| / C and 0. The total density is 1/2, so

s_tot = 2^(4/3) |g_1| / C ≈ 2.52 |g_1| / C,

which exceeds both. The theorem thus applies to sums of positive atomic densities, but not at points where an added deformation density is negative.

The equality criterion needs its second atom: a single atom always attains its own maximum, whatever its gradient.

## How the Lean statement represents the atoms

The finite type `ι` labels the atoms. The function `n : ι → ℝ` gives their densities at one fixed point, and `g : ι → E` their gradients there. The space `E` needs only addition and a norm; ordinary three-dimensional vectors are the physical case. Multiplication by real numbers is required only for N identical contributions.

The hypothesis `hn : ∀ i, 0 < n i` says that every atomic density is positive at the point. `Nonempty ι` means at least one atom, and `Nontrivial ι` at least two.

`reducedGradient` is s, `overlapWeight n i` is w_i, and `largestReducedGradient` is s_max, a maximum over a finite set. The main theorem, `reducedGradient_sum_le_largest`, reads: for a nonempty finite family of positive densities with any gradients, the reduced gradient of the sums is at most the largest separate one.

The gradients are given vectors and are not computed from density functions of position. That the gradient of the total density is the sum of the atomic gradients is the usual linearity of differentiation, supplied by the reader. The density is treated as spin-unpolarised, and an infinite crystal is not covered.

In a GGA calculation that starts from a finite superposition of atomic densities, the result limits s and the PBEsol exchange enhancement of the starting density at each point where the atomic gradients exist, but not those of the self-consistent density. The limit can be loose: a distant atom with an exponential tail has a very large s_i. The weighted sum Σ_i w_i s_i is more informative there, because that atom enters it only through its small |g_i|.

## The Lean file

```lean
import Mathlib

open Finset

namespace SuperposedReducedGradient

noncomputable section

variable {ι E : Type*} [Fintype ι] [NormedAddCommGroup E]

/-- The dimensionless reduced gradient `s = |∇n| / (2 (3π²)^(1/3) n^(4/3))` of a density `n`
with gradient `g` at a point. -/
def reducedGradient (n : ℝ) (g : E) : ℝ :=
  ‖g‖ / (2 * (3 * Real.pi ^ 2) ^ (1 / 3 : ℝ) * n ^ (4 / 3 : ℝ))

/-- The weight of atom `i` in a superposition: its fraction of the total density, to the
power 4/3. -/
def overlapWeight (n : ι → ℝ) (i : ι) : ℝ := (n i / ∑ j, n j) ^ (4 / 3 : ℝ)

/-- The largest reduced gradient among the separate atomic densities. -/
def largestReducedGradient [Nonempty ι] (n : ι → ℝ) (g : ι → E) : ℝ :=
  univ.sup' univ_nonempty (fun i => reducedGradient (n i) (g i))

/-- The PBEsol exchange enhancement factor `1 + κ - κ / (1 + μ s² / κ)` with `κ = 0.804` and
`μ = 10/81`. -/
def pbesolEnhancement (s : ℝ) : ℝ :=
  1 + 804 / 1000 - (804 / 1000) / (1 + 10 / 81 * s ^ 2 / (804 / 1000))

/-- The weights of the atoms in a superposition sum to at most one. -/
theorem sum_overlapWeight_le_one (n : ι → ℝ) (hn : ∀ i, 0 < n i) :
    ∑ i, overlapWeight n i ≤ 1 := by
  calc ∑ i, overlapWeight n i ≤ ∑ i, n i / ∑ j, n j := by
        refine sum_le_sum fun i _ => ?_
        have hi : n i ≤ ∑ j, n j :=
          single_le_sum (f := n) (fun j _ => (hn j).le) (mem_univ i)
        have hN : 0 < ∑ j, n j := lt_of_lt_of_le (hn i) hi
        -- a fraction in (0, 1] does not grow when raised to the power 4/3
        have h := Real.rpow_le_rpow_of_exponent_ge (div_pos (hn i) hN)
          ((div_le_one hN).2 hi) (show (1 : ℝ) ≤ 4 / 3 by norm_num)
        rwa [Real.rpow_one] at h
    _ = (∑ i, n i) / ∑ j, n j := by rw [← sum_div]
    _ ≤ 1 := div_self_le_one _

/-- With at least two atoms the weights sum to strictly less than one. -/
theorem sum_overlapWeight_lt_one [Nontrivial ι] (n : ι → ℝ) (hn : ∀ i, 0 < n i) :
    ∑ i, overlapWeight n i < 1 := by
  have hN : 0 < ∑ j, n j := sum_pos (fun i _ => hn i) univ_nonempty
  calc ∑ i, overlapWeight n i < ∑ i, n i / ∑ j, n j := by
        refine sum_lt_sum_of_nonempty univ_nonempty fun i _ => ?_
        obtain ⟨k, hk⟩ := exists_ne i
        have hi : n i < ∑ j, n j :=
          single_lt_sum (f := n) hk (mem_univ i) (mem_univ k) (hn k)
            (fun j _ _ => (hn j).le)
        have h := Real.rpow_lt_rpow_of_exponent_gt (div_pos (hn i) hN)
          ((div_lt_one hN).2 hi) (show (1 : ℝ) < 4 / 3 by norm_num)
        rwa [Real.rpow_one] at h
    _ = 1 := by rw [← sum_div, div_self hN.ne']

/-- The reduced gradient of a superposition is at most the weighted sum of the atomic
reduced gradients. -/
theorem reducedGradient_sum_le_weighted (n : ι → ℝ) (g : ι → E) (hn : ∀ i, 0 < n i) :
    reducedGradient (∑ i, n i) (∑ i, g i)
      ≤ ∑ i, overlapWeight n i * reducedGradient (n i) (g i) := by
  have key : ∀ a b c d : ℝ, 0 < b → 0 < c → 0 < d →
      a / (c * d) = b / d * (a / (c * b)) := by
    intro a b c d hb hc hd
    field_simp
  have hN0 : 0 ≤ ∑ j, n j := sum_nonneg fun i _ => (hn i).le
  have hc : 0 < 2 * (3 * Real.pi ^ 2) ^ (1 / 3 : ℝ) := by positivity
  unfold reducedGradient overlapWeight
  -- triangle inequality for the total gradient
  refine (div_le_div_of_nonneg_right (norm_sum_le univ g)
    (mul_nonneg hc.le (Real.rpow_nonneg hN0 _))).trans (le_of_eq ?_)
  rw [sum_div]
  refine sum_congr rfl fun i _ => ?_
  have hN : 0 < ∑ j, n j := sum_pos (fun j _ => hn j) ⟨i, mem_univ i⟩
  rw [Real.div_rpow (hn i).le hN0]
  exact key _ _ _ _ (Real.rpow_pos_of_pos (hn i) _) hc (Real.rpow_pos_of_pos hN _)

/-- The reduced gradient of a positive density is nonnegative. -/
theorem reducedGradient_nonneg {n : ℝ} (hn : 0 < n) (g : E) : 0 ≤ reducedGradient n g := by
  unfold reducedGradient
  positivity

/-- The reduced gradient of a superposition is at most the largest atomic value times the
sum of the weights. -/
theorem reducedGradient_sum_le_mul [Nonempty ι] (n : ι → ℝ) (g : ι → E)
    (hn : ∀ i, 0 < n i) :
    reducedGradient (∑ i, n i) (∑ i, g i)
      ≤ (∑ i, overlapWeight n i) * largestReducedGradient n g := by
  refine (reducedGradient_sum_le_weighted n g hn).trans ?_
  rw [sum_mul]
  refine sum_le_sum fun i _ => mul_le_mul_of_nonneg_left ?_ ?_
  · exact le_sup' (fun i => reducedGradient (n i) (g i)) (mem_univ i)
  · exact Real.rpow_nonneg (div_nonneg (hn i).le (sum_nonneg fun j _ => (hn j).le)) _

/-- Superposing atomic densities never raises the reduced gradient above its largest
atomic value. -/
theorem reducedGradient_sum_le_largest [Nonempty ι] (n : ι → ℝ) (g : ι → E)
    (hn : ∀ i, 0 < n i) :
    reducedGradient (∑ i, n i) (∑ i, g i) ≤ largestReducedGradient n g := by
  obtain ⟨i⟩ := ‹Nonempty ι›
  have hM : 0 ≤ largestReducedGradient n g :=
    (reducedGradient_nonneg (hn i) (g i)).trans
      (le_sup' (fun i => reducedGradient (n i) (g i)) (mem_univ i))
  exact (reducedGradient_sum_le_mul n g hn).trans
    (mul_le_of_le_one_left hM (sum_overlapWeight_le_one n hn))

/-- With at least two atoms, the superposition attains the largest atomic reduced gradient
exactly when every atomic gradient vanishes. -/
theorem reducedGradient_sum_eq_largest_iff [Nontrivial ι] (n : ι → ℝ) (g : ι → E)
    (hn : ∀ i, 0 < n i) :
    reducedGradient (∑ i, n i) (∑ i, g i) = largestReducedGradient n g ↔ ∀ i, g i = 0 := by
  constructor
  · intro h i
    by_contra hi
    -- a nonzero gradient makes the maximum positive, and the weights sum to less than one
    have hs : 0 < reducedGradient (n i) (g i) := by
      have h1 := norm_pos_iff.2 hi
      have h2 := Real.rpow_pos_of_pos (hn i) (4 / 3 : ℝ)
      unfold reducedGradient
      positivity
    have hM : 0 < largestReducedGradient n g :=
      hs.trans_le (le_sup' (fun i => reducedGradient (n i) (g i)) (mem_univ i))
    have h1 := reducedGradient_sum_le_mul n g hn
    have h2 := mul_lt_mul_of_pos_right (sum_overlapWeight_lt_one n hn) hM
    linarith
  · intro h
    refine le_antisymm (reducedGradient_sum_le_largest n g hn) (sup'_le _ _ fun i _ => ?_)
    simp [reducedGradient, h]

/-- Superposing `N` equal positive densities with equal gradients divides the reduced gradient by
`N^(1/3)`, for `N ≥ 1`. -/
theorem reducedGradient_identical [NormedSpace ℝ E] (N : ℕ) (hN : 0 < N) {n : ℝ}
    (hn : 0 < n) (g : E) :
    (N : ℝ) ^ (1 / 3 : ℝ) * reducedGradient (N * n) ((N : ℝ) • g) = reducedGradient n g := by
  have key : ∀ a b c m r : ℝ, 0 < b → 0 < c → 0 < m → 0 < r →
      r * (m * a / (c * (m * r * b))) = a / (c * b) := by
    intro a b c m r hb hc hm hr
    field_simp
  have hN' : (0 : ℝ) < N := Nat.cast_pos.2 hN
  have hpow : (N : ℝ) ^ (4 / 3 : ℝ) = N * (N : ℝ) ^ (1 / 3 : ℝ) := by
    rw [show (4 / 3 : ℝ) = 1 + 1 / 3 by norm_num, Real.rpow_add hN', Real.rpow_one]
  unfold reducedGradient
  rw [norm_smul, Real.norm_of_nonneg hN'.le, Real.mul_rpow hN'.le hn.le, hpow]
  exact key _ _ _ _ _ (Real.rpow_pos_of_pos hn _) (by positivity) hN'
    (Real.rpow_pos_of_pos hN' _)

/-- The PBEsol enhancement factor of a superposition is at most the largest enhancement
factor among the atomic densities. -/
theorem pbesolEnhancement_sum_le [Nonempty ι] (n : ι → ℝ) (g : ι → E)
    (hn : ∀ i, 0 < n i) :
    pbesolEnhancement (reducedGradient (∑ i, n i) (∑ i, g i))
      ≤ univ.sup' univ_nonempty
          (fun i => pbesolEnhancement (reducedGradient (n i) (g i))) := by
  -- for s ≥ 0 the enhancement factor never decreases as s grows
  have mono : ∀ s t : ℝ, 0 ≤ s → s ≤ t → pbesolEnhancement s ≤ pbesolEnhancement t := by
    intro s t hs hst
    have h : (804 / 1000 : ℝ) / (1 + 10 / 81 * t ^ 2 / (804 / 1000))
        ≤ (804 / 1000) / (1 + 10 / 81 * s ^ 2 / (804 / 1000)) := by gcongr
    unfold pbesolEnhancement
    linarith
  obtain ⟨j, -, hj⟩ := exists_mem_eq_sup' (univ_nonempty (α := ι))
    (fun i => reducedGradient (n i) (g i))
  have hle : reducedGradient (∑ i, n i) (∑ i, g i) ≤ reducedGradient (n j) (g j) :=
    (reducedGradient_sum_le_largest n g hn).trans (le_of_eq hj)
  exact (mono _ _ (reducedGradient_nonneg (sum_pos (fun i _ => hn i) univ_nonempty) _)
    hle).trans
    (le_sup' (fun i => pbesolEnhancement (reducedGradient (n i) (g i))) (mem_univ j))

end

end SuperposedReducedGradient
```

```lean
#print axioms SuperposedReducedGradient.reducedGradient_sum_le_largest
-- 'SuperposedReducedGradient.reducedGradient_sum_le_largest' depends on axioms: [propext, Classical.choice, Quot.sound]
#print axioms SuperposedReducedGradient.reducedGradient_sum_eq_largest_iff
-- 'SuperposedReducedGradient.reducedGradient_sum_eq_largest_iff' depends on axioms: [propext, Classical.choice, Quot.sound]
#print axioms SuperposedReducedGradient.reducedGradient_identical
-- 'SuperposedReducedGradient.reducedGradient_identical' depends on axioms: [propext, Classical.choice, Quot.sound]
#print axioms SuperposedReducedGradient.pbesolEnhancement_sum_le
-- 'SuperposedReducedGradient.pbesolEnhancement_sum_le' depends on axioms: [propext, Classical.choice, Quot.sound]
```

## From the weights to the main bound

`sum_overlapWeight_le_one` follows the estimate w_i ≤ x_i. `single_le_sum` shows that one density is at most the total, which places the fraction in (0, 1]. `Real.rpow_le_rpow_of_exponent_ge` then says that raising the exponent from 1 to 4/3 does not increase such a number. The remaining lines add the fractions.

`sum_overlapWeight_lt_one` is the strict version. `exists_ne i` supplies a second atom `k`, whose positive density makes n_i strictly smaller than the total.

`reducedGradient_sum_le_weighted` contains the triangle inequality, `norm_sum_le`. After it, the two sides are equal term by term. `Real.div_rpow` splits the power of the fraction, and the auxiliary identity `key` cancels n_i^(4/3).

`reducedGradient_sum_le_mul` replaces each s_i by the maximum through `le_sup'`; this needs nonnegative weights. `reducedGradient_sum_le_largest` then uses Σ_i w_i ≤ 1. Multiplying a nonnegative number by a factor of at most one does not raise it, whereas a negative number could be raised, which is why `reducedGradient_nonneg` comes first.

## The three consequences in the code

In `reducedGradient_sum_eq_largest_iff`, the forward direction assumes equality and a nonzero g_i. The maximum is then positive, the strict weight bound puts s_tot below it, and `linarith` finds the contradiction. For the reverse direction, `le_antisymm` combines the main theorem with the opposite inequality, where both sides are zero.

`reducedGradient_identical` states the scaling law as N^(1/3) s(N n, N g) = s(n, g) for N ≥ 1. Its step `hpow` is the split N^(4/3) = N · N^(1/3), after which the common factors cancel.

`pbesolEnhancement_sum_le` first proves `mono`, the increase of F for s ≥ 0; `gcongr` compares the two fractions. `exists_mem_eq_sup'` then picks the atom `j` that attains s_max, and the chain F(s_tot) ≤ F(s_j) ≤ max_i F(s_i) finishes the proof.
